# Equivalence of weighted row and column orthogonality for a square character table

Character tables are used in quantum mechanics to sort states by symmetry, and `row_iff_column` says that the two orthogonality relations for such a table are equivalent. In the statement the table is any finite square complex matrix X, with real weights k_c in the place of class sizes and a nonzero real g in the place of the group order; no group is assumed. Row orthogonality says that ∑_c k_c X_ic X_jc* is g when i = j and 0 otherwise, and column orthogonality says that k_c ∑_i X_ic* X_id is g when c = d and 0 otherwise. The attempt sets B = diag(k) X†, writes the two relations as XB = g·1 and BX = g·1, and passes between them by a lemma that lets the factors be swapped.

The first attempt, which Lean rejects:

```lean
import Mathlib

open Matrix

namespace RowIffColumn

variable {n : Type*} [Fintype n] [DecidableEq n]

/-- Row orthogonality of a table `X` (rows: irreducible characters, columns: classes) with
class sizes `k` and group order `g`. -/
def RowOrthogonal (X : Matrix n n ℂ) (k : n → ℝ) (g : ℝ) : Prop :=
  ∀ i j, ∑ c, (k c : ℂ) * X i c * star (X j c) = if i = j then (g : ℂ) else 0

/-- Column orthogonality of a table `X` with class sizes `k` and group order `g`, written
without division. -/
def ColumnOrthogonal (X : Matrix n n ℂ) (k : n → ℝ) (g : ℝ) : Prop :=
  ∀ c d, (k c : ℂ) * ∑ i, star (X i c) * X i d = if c = d then (g : ℂ) else 0

/-- If two square matrices multiply to a nonzero multiple of the identity, they do so in
either order. -/
theorem mul_eq_smul_one_swap {A B : Matrix n n ℂ} {g : ℂ} (hg : g ≠ 0)
    (h : A * B = g • (1 : Matrix n n ℂ)) : B * A = g • (1 : Matrix n n ℂ) := by
  have h1 : A * (g⁻¹ • B) = 1 := by
    rw [Matrix.mul_smul, h, smul_smul, inv_mul_cancel₀ hg, one_smul]
  -- a one-sided inverse of a square matrix is two-sided
  have h2 : (g⁻¹ • B) * A = 1 := mul_eq_one_comm.mp h1
  rw [Matrix.smul_mul] at h2
  calc B * A = g • (g⁻¹ • (B * A)) := by
        rw [smul_smul, mul_inv_cancel₀ hg, one_smul]
    _ = g • (1 : Matrix n n ℂ) := by rw [h2]

/-- For a square table and nonzero group order, row orthogonality and column orthogonality
are equivalent. -/
theorem row_iff_column (X : Matrix n n ℂ) (k : n → ℝ) {g : ℝ} (hg : g ≠ 0) :
    RowOrthogonal X k g ↔ ColumnOrthogonal X k g := by
  have hg' : (g : ℂ) ≠ 0 := Complex.ofReal_ne_zero.mpr hg
  let B : Matrix n n ℂ := Matrix.diagonal (fun c => (k c : ℂ)) * Xᴴ
  have one_entry : ∀ i j, ((g : ℂ) • (1 : Matrix n n ℂ)) i j
      = if i = j then (g : ℂ) else 0 := by
    intro i j
    simp [Matrix.smul_apply, Matrix.one_apply]
  -- both relations are matrix equations for the same pair of matrices
  have hrow : RowOrthogonal X k g ↔ X * B = (g : ℂ) • (1 : Matrix n n ℂ) := by
    rw [← Matrix.ext_iff]
    refine forall₂_congr fun i j => ?_
    have e : (X * B) i j = ∑ c, (k c : ℂ) * X i c * star (X j c) := by
      rw [Matrix.mul_apply]
      refine Finset.sum_congr rfl fun c _ => ?_
      rw [Matrix.diagonal_mul, Matrix.conjTranspose_apply]
      ring
    rw [e, one_entry]
  have hcol : ColumnOrthogonal X k g ↔ B * X = (g : ℂ) • (1 : Matrix n n ℂ) := by
    rw [← Matrix.ext_iff]
    refine forall₂_congr fun c d => ?_
    have e : (B * X) c d = (k c : ℂ) * ∑ i, star (X i c) * X i d := by
      rw [Matrix.mul_assoc, Matrix.diagonal_mul, Matrix.mul_apply]
      simp only [Matrix.conjTranspose_apply]
    rw [e, one_entry]
  rw [hrow, hcol]
  exact ⟨mul_eq_smul_one_swap hg', mul_eq_smul_one_swap hg'⟩

end RowIffColumn
```

Messages:

```
Main.lean:49:10: error: Tactic `rewrite` failed: Did not find an occurrence of the pattern
  (diagonal ?d * ?M) ?i ?j
in the target expression
  X i c * B c j = ↑(k c) * X i c * star (X j c)

n : Type u_1
inst✝¹ : Fintype n
inst✝ : DecidableEq n
X : Matrix n n ℂ
k : n → ℝ
g : ℝ
hg : g ≠ 0
hg' : ↑g ≠ 0
B : Matrix n n ℂ := (diagonal fun c => ↑(k c)) * Xᴴ
one_entry : ∀ (i j : n), (↑g • 1) i j = if i = j then ↑g else 0
i j c : n
x✝ : c ∈ Finset.univ
⊢ X i c * B c j = ↑(k c) * X i c * star (X j c)

Note: The target expression is not type-correct under the `implicit` transparency level, which may have triggered the failure. This is usually caused by unfolding of semireducible definitions in prior tactic steps. Use `set_option linter.tacticCheckInstances true` to investigate the source of the issue.
Full error:
  function expected
    X i
```

Fix (accepted with no message):

```diff
@@ -47,5 +47,6 @@
       rw [Matrix.mul_apply]
       refine Finset.sum_congr rfl fun c _ => ?_
-      rw [Matrix.diagonal_mul, Matrix.conjTranspose_apply]
+      have hB : B c j = (k c : ℂ) * star (X j c) := Matrix.diagonal_mul _ Xᴴ c j
+      rw [hB]
       ring
     rw [e, one_entry]
```

The error says that `rw` found no instance of `(diagonal ?d * ?M) ?i ?j` in the goal. The entry to be rewritten is there, but as `B c j`, where `B` is a local definition. `rw` looks for a term with the product at its head, and it does not unfold `B` to find one.

The repair states the entry's value as `hB`, with `B c j` on the left. `Matrix.diagonal_mul _ Xᴴ c j` proves it, because Lean unfolds `B` when it checks the proof against the statement, and likewise reads `Xᴴ c j` as `star (X j c)`. That is why `Matrix.conjTranspose_apply` is no longer needed. `rw [hB]` then finds `B c j` just as it is written, and `ring` reorders the factors.

The message also notes that the goal is not type-correct at the `implicit` transparency level, since `X i` is not seen as a function there, and that this may have triggered the failure. The repair leaves that part of the goal as it was, and `rw [hB]` succeeds on it.
